# The minimal and multipolar Lagrangians of two opposite charges in a uniform magnetic field differ by a total time derivative

A neutral molecule moving across a magnetic field feels an electric field in its own frame, which acts on its dipole. Minimal coupling, written charge by charge, hides this effect. Take charges q and −q with masses m1 and m2, centre of mass R, separation r = r1 − r2 and dipole d = qr. Write M = m1 + m2, V = R', v = r', with primes for time derivatives. For a constant field B with the vector potential A(y) = B×y/2, the result is

q(r1'·A(r1) − r2'·A(r2)) = d·(V×B) + (q(m2−m1)/2M) v·(B×r) + ½(d·(B×R))'.

The first term on the right is the Röntgen term of molecular QED, here for two classical charges in a prescribed static field. The step to a quantised field is left open.

In Lean 4 with Mathlib:

```lean
import Mathlib

open Matrix

namespace MultipolarGauge

noncomputable section
```

Vectors are real triples with components 0, 1, 2; `⬝ᵥ` is the dot product and `⨯₃` the cross product.

```lean
/-- Vectors of three-dimensional space. -/
abbrev Vec := Fin 3 → ℝ
```

## A uniform field and zero net charge

A(y) = B×y/2 is the symmetric gauge for a constant B. Its linearity in y lets the coupling be expanded exactly; a non-uniform field would in general add gradient terms. A net charge Q would leave a term Q V·A(R).

```lean
/-- The vector potential `A(y) = B × y / 2`. -/
def vectorPotential (B y : Vec) : Vec := (1 / 2 : ℝ) • (B ⨯₃ y)
```

## A non-zero total mass

`hM` says that a centre of mass exists. With a = m2/M and b = m1/M, the charges sit at r1 = R + ar and r2 = R − br, and a + b = 1. Without `hM` these fractions have no meaning. Despite their names, `charge1` and `charge2` return positions or velocities, not charges.

```lean
/-- Position (or velocity) of the first charge from those of the centre of mass and of the
separation, for `m1 + m2 ≠ 0`. -/
def charge1 (m1 m2 : ℝ) (R r : Vec) : Vec := R + (m2 / (m1 + m2)) • r

/-- Position (or velocity) of the second charge from those of the centre of mass and of the
separation, for `m1 + m2 ≠ 0`. -/
def charge2 (m1 m2 : ℝ) (R r : Vec) : Vec := R - (m1 / (m1 + m2)) • r
```

The minimal Lagrangian is written in the positions and velocities of the particles, the multipolar one in r, V and v; R itself does not enter it. `IsCanonicalMomentum` defines P through derivatives in every velocity direction u.

```lean
/-- Minimal-coupling Lagrangian of charges `q` and `-q` at `x1`, `x2` with velocities `w1`, `w2`
and internal potential energy `U`. -/
def minimalLagrangian (m1 m2 q : ℝ) (B : Vec) (U : Vec → ℝ) (x1 x2 w1 w2 : Vec) : ℝ :=
  m1 / 2 * (w1 ⬝ᵥ w1) + m2 / 2 * (w2 ⬝ᵥ w2)
    + q * (w1 ⬝ᵥ vectorPotential B x1 - w2 ⬝ᵥ vectorPotential B x2) - U (x1 - x2)

/-- Multipolar Lagrangian in the separation `r`, the centre-of-mass velocity `V` and the relative
velocity `v`, for `m1 + m2 ≠ 0`. -/
def multipolarLagrangian (m1 m2 q : ℝ) (B : Vec) (U : Vec → ℝ) (r V v : Vec) : ℝ :=
  (m1 + m2) / 2 * (V ⬝ᵥ V) + m1 * m2 / (m1 + m2) / 2 * (v ⬝ᵥ v)
    + (q • r) ⬝ᵥ (V ⨯₃ B) + q * (m2 - m1) / (2 * (m1 + m2)) * (v ⬝ᵥ (B ⨯₃ r)) - U r

/-- `P` is the canonical momentum at velocity `V`: the derivative of the Lagrangian `L` in every
velocity direction `u` is `u · P`. -/
def IsCanonicalMomentum (L : Vec → ℝ) (V P : Vec) : Prop :=
  ∀ u : Vec, HasDerivAt (fun s : ℝ => L (V + s • u)) (u ⬝ᵥ P) 0
```

Two lemmas supply the algebra: triple products in components, and a + b = 1.

```lean
/-- The scalar triple product in Cartesian components. -/
theorem dot_cross (a b c : Vec) : a ⬝ᵥ (b ⨯₃ c) =
    a 0 * (b 1 * c 2 - b 2 * c 1) + a 1 * (b 2 * c 0 - b 0 * c 2)
      + a 2 * (b 0 * c 1 - b 1 * c 0) := by
  simp [cross_apply, dotProduct, Fin.sum_univ_three]

/-- The two mass fractions add up to one when the total mass is not zero. -/
theorem mass_fractions {m1 m2 : ℝ} (hM : m1 + m2 ≠ 0) :
    m2 / (m1 + m2) + m1 / (m1 + m2) = 1 := by
  rw [← add_div, add_comm m2 m1]
  exact div_self hM
```

The next theorem confirms that curl A = B. The derivative of v·A(y+su) − u·A(y+sv) at s = 0 is

½[v·(B×u) − u·(B×v)] = B·(u×v),

where u and v are arbitrary directions. The proof rewrites the function as a constant plus s times this value.

```lean
/-- The curl of the vector potential is `B`: its antisymmetrised directional derivative along
`u` and `v` is `B · (u × v)` at every point `y`. -/
theorem curl_vectorPotential (B y u v : Vec) :
    HasDerivAt (fun s : ℝ => v ⬝ᵥ vectorPotential B (y + s • u)
      - u ⬝ᵥ vectorPotential B (y + s • v)) (B ⬝ᵥ (u ⨯₃ v)) 0 := by
  have e : (fun s : ℝ => v ⬝ᵥ vectorPotential B (y + s • u)
      - u ⬝ᵥ vectorPotential B (y + s • v)) = fun s : ℝ =>
      (v ⬝ᵥ vectorPotential B y - u ⬝ᵥ vectorPotential B y) + s * (B ⬝ᵥ (u ⨯₃ v)) := by
    funext s
    simp only [vectorPotential, dotProduct_smul, dot_cross, Pi.add_apply, Pi.smul_apply,
      smul_eq_mul]
    ring
  rw [e]
  exact (((hasDerivAt_id' (0 : ℝ)).mul_const _).const_add _).congr_deriv (one_mul _)
```

## Differentiable paths

`hR` and `hr` give R and r velocities V and v at time t. At a kink there is no velocity, and the coupling has no physical value. By linearity, r1' = V + av and r2' = V − bv.

```lean
/-- The velocities of the two charges follow from the centre-of-mass velocity `V` and the
relative velocity `v`. -/
theorem charge_velocities (m1 m2 : ℝ) {R r : ℝ → Vec} {V v : Vec} {t : ℝ}
    (hR : HasDerivAt R V t) (hr : HasDerivAt r v t) :
    deriv (fun s => charge1 m1 m2 (R s) (r s)) t = charge1 m1 m2 V v ∧
    deriv (fun s => charge2 m1 m2 (R s) (r s)) t = charge2 m1 m2 V v :=
  ⟨(hR.add (hr.const_smul (m2 / (m1 + m2)))).deriv,
    (hR.sub (hr.const_smul (m1 / (m1 + m2)))).deriv⟩
```

Expanding the coupling without its factor q gives

½[(a+b)V·(B×r) + (a+b)v·(B×R) + (a²−b²)v·(B×r)].

Here a + b = 1, so a² − b² = a − b = (m2−m1)/M. Also V·(B×r) = r·(V×B), and the product rule gives

v·(B×R) = (r·(B×R))' + r·(V×B).

Inserting these and multiplying by q yields the result. In the proof, `h3` is the product rule in components, and `linear_combination` checks that the remainder is a multiple of a + b − 1.

For equal masses the internal magnetic term vanishes. As m1 → ∞ it tends to −(q/2)v·(B×r), the usual coupling of the light charge −q orbiting a heavy one.

```lean
/-- For differentiable paths and non-zero total mass, the minimal coupling is the sum of
`d · (R' × B)`, an internal magnetic term and half the time derivative of `d · (B × R)`,
where `d = q r`. -/
theorem coupling_multipolar {m1 m2 : ℝ} (hM : m1 + m2 ≠ 0) (q : ℝ) (B : Vec)
    {R r : ℝ → Vec} {V v : Vec} {t : ℝ} (hR : HasDerivAt R V t) (hr : HasDerivAt r v t) :
    q * (deriv (fun s => charge1 m1 m2 (R s) (r s)) t
          ⬝ᵥ vectorPotential B (charge1 m1 m2 (R t) (r t))
        - deriv (fun s => charge2 m1 m2 (R s) (r s)) t
          ⬝ᵥ vectorPotential B (charge2 m1 m2 (R t) (r t)))
      = (q • r t) ⬝ᵥ (V ⨯₃ B) + q * (m2 - m1) / (2 * (m1 + m2)) * (v ⬝ᵥ (B ⨯₃ r t))
        + deriv (fun s => (q • r s) ⬝ᵥ (B ⨯₃ R s)) t / 2 := by
  -- product rule for the function whose total derivative is split off
  have h3 : HasDerivAt (fun s => (q • r s) ⬝ᵥ (B ⨯₃ R s))
      (q * (v ⬝ᵥ (B ⨯₃ R t) + r t ⬝ᵥ (B ⨯₃ V))) t := by
    have a := hasDerivAt_pi.1 hr
    have b := hasDerivAt_pi.1 hR
    simp only [dot_cross, Pi.smul_apply, smul_eq_mul]
    refine HasDerivAt.congr_deriv
      (((((a 0).const_mul q).fun_mul
          (((b 2).const_mul (B 1)).fun_sub ((b 1).const_mul (B 2)))).fun_add
        (((a 1).const_mul q).fun_mul
          (((b 0).const_mul (B 2)).fun_sub ((b 2).const_mul (B 0))))).fun_add
        (((a 2).const_mul q).fun_mul
          (((b 1).const_mul (B 0)).fun_sub ((b 0).const_mul (B 1))))) ?_
    ring
  obtain ⟨h1, h2⟩ := charge_velocities m1 m2 hR hr
  have hcoef : q * (m2 - m1) / (2 * (m1 + m2)) = q * (m2 - m1) / (m1 + m2) / 2 := by
    rw [div_div, mul_comm (m1 + m2) 2]
  rw [h1, h2, h3.deriv, hcoef]
  -- what remains is proportional to (sum of the mass fractions) - 1
  linear_combination (norm := (simp only [vectorPotential, charge1, charge2, dotProduct_smul,
    dot_cross, Pi.add_apply, Pi.sub_apply, Pi.smul_apply, smul_eq_mul]; ring))
    (q / 2 * (V ⬝ᵥ (B ⨯₃ r t) + v ⬝ᵥ (B ⨯₃ R t)
      + (m2 / (m1 + m2) - m1 / (m1 + m2)) * (v ⬝ᵥ (B ⨯₃ r t)))) * mass_fractions hM
```

## An internal potential of the separation alone

U(r1 − r2) is the potential energy of the internal interaction; since a + b = 1, its argument is r (`hx`). The kinetic energy separates (`hk`) because m1a − m2b = 0 and m1a² + m2b² = m1m2/M:

½m1|r1'|² + ½m2|r2'|² = ½M|V|² + (m1m2/2M)|v|².

A potential that also depended on R would enter both Lagrangians alike, but would in general push the centre of mass.

```lean
/-- For differentiable paths and non-zero total mass, the minimal-coupling and multipolar
Lagrangians differ by half the time derivative of `d · (B × R)`, where `d = q r`. -/
theorem lagrangian_multipolar {m1 m2 : ℝ} (hM : m1 + m2 ≠ 0) (q : ℝ) (B : Vec) (U : Vec → ℝ)
    {R r : ℝ → Vec} {V v : Vec} {t : ℝ} (hR : HasDerivAt R V t) (hr : HasDerivAt r v t) :
    minimalLagrangian m1 m2 q B U (charge1 m1 m2 (R t) (r t)) (charge2 m1 m2 (R t) (r t))
        (deriv (fun s => charge1 m1 m2 (R s) (r s)) t)
        (deriv (fun s => charge2 m1 m2 (R s) (r s)) t)
      = multipolarLagrangian m1 m2 q B U (r t) V v
        + deriv (fun s => (q • r s) ⬝ᵥ (B ⨯₃ R s)) t / 2 := by
  have hab := mass_fractions hM
  have hx : charge1 m1 m2 (R t) (r t) - charge2 m1 m2 (R t) (r t) = r t := by
    ext i
    simp only [charge1, charge2, Pi.add_apply, Pi.sub_apply, Pi.smul_apply, smul_eq_mul]
    linear_combination r t i * hab
  -- separation of the kinetic energy
  have hk : m1 / 2 * (charge1 m1 m2 V v ⬝ᵥ charge1 m1 m2 V v)
      + m2 / 2 * (charge2 m1 m2 V v ⬝ᵥ charge2 m1 m2 V v)
      = (m1 + m2) / 2 * (V ⬝ᵥ V) + m1 * m2 / (m1 + m2) / 2 * (v ⬝ᵥ v) := by
    linear_combination (norm := (simp only [charge1, charge2, dotProduct, Fin.sum_univ_three,
      Pi.add_apply, Pi.sub_apply, Pi.smul_apply, smul_eq_mul]; ring))
      (m1 * m2 / (m1 + m2) / 2 * (v ⬝ᵥ v)) * hab
  have hc := coupling_multipolar hM q B hR hr
  obtain ⟨h1, h2⟩ := charge_velocities m1 m2 hR hr
  rw [h1, h2] at hc ⊢
  unfold minimalLagrangian multipolarLagrangian
  rw [hx]
  linear_combination hc + hk
```

## Positions and relative velocity held fixed

The canonical momentum of the centre of mass is a partial derivative: only V varies. If v varied too, its own momentum would contribute. For the multipolar Lagrangian,

L(V+su) = L(V) + s u·(MV − d×B) + ½s²M u·u,

because d·(u×B) = −u·(d×B). Hence MV = P + d×B. In the minimal Lagrangian the linear coupling is −½V·(d×B), so MV = P + ½d×B.

The first lemma reads P off such an expansion and proves it unique by testing the coordinate axes; the other two supply the expansions.

```lean
/-- If a Lagrangian is quadratic in the velocity, with linear term `u · Q` about `V` and
second-order term a constant multiple of `u · u`, then its canonical momentum at `V` is `Q` and no
other vector. -/
theorem isCanonicalMomentum_iff {L : Vec → ℝ} {V Q : Vec} {c : ℝ}
    (hL : ∀ (u : Vec) (s : ℝ),
      L (V + s • u) = L V + s * (u ⬝ᵥ Q) + s ^ 2 * (c * (u ⬝ᵥ u))) (P : Vec) :
    IsCanonicalMomentum L V P ↔ P = Q := by
  have h : IsCanonicalMomentum L V Q := by
    intro u
    rw [funext (hL u)]
    have h := (((hasDerivAt_id' (0 : ℝ)).mul_const (u ⬝ᵥ Q)).const_add (L V)).fun_add
      ((hasDerivAt_pow 2 (0 : ℝ)).mul_const (c * (u ⬝ᵥ u)))
    exact h.congr_deriv (by simp)
  constructor
  · intro hP
    ext i
    -- compare the derivatives along the coordinate axes
    have hi := (hP (Pi.single i 1)).unique (h (Pi.single i 1))
    simpa [dotProduct, Pi.single_apply] using hi
  · rintro rfl
    exact h

/-- In the multipolar Lagrangian, `P` is the canonical momentum of the centre of mass exactly
when `M V = P + d × B`, where `M = m1 + m2` and `d = q r`. -/
theorem multipolar_momentum (m1 m2 q : ℝ) (B : Vec) (U : Vec → ℝ) (r V v P : Vec) :
    IsCanonicalMomentum (fun W => multipolarLagrangian m1 m2 q B U r W v) V P
      ↔ (m1 + m2) • V = P + (q • r) ⨯₃ B := by
  rw [isCanonicalMomentum_iff (Q := (m1 + m2) • V - (q • r) ⨯₃ B) (c := (m1 + m2) / 2)]
  · exact eq_sub_iff_add_eq.trans eq_comm
  · intro u s
    simp only [multipolarLagrangian, dotProduct_sub, dotProduct_smul, dot_cross]
    simp only [dotProduct, Fin.sum_univ_three, Pi.add_apply, Pi.smul_apply, smul_eq_mul]
    ring

/-- In the minimal-coupling Lagrangian with non-zero total mass, `P` is the canonical momentum of
the centre of mass exactly when `M V = P + (d × B) / 2`, where `M = m1 + m2` and `d = q r`. -/
theorem minimal_momentum {m1 m2 : ℝ} (hM : m1 + m2 ≠ 0) (q : ℝ) (B : Vec) (U : Vec → ℝ)
    (R r V v P : Vec) :
    IsCanonicalMomentum (fun W => minimalLagrangian m1 m2 q B U (charge1 m1 m2 R r)
        (charge2 m1 m2 R r) (charge1 m1 m2 W v) (charge2 m1 m2 W v)) V P
      ↔ (m1 + m2) • V = P + (1 / 2 : ℝ) • ((q • r) ⨯₃ B) := by
  rw [isCanonicalMomentum_iff (Q := (m1 + m2) • V - (1 / 2 : ℝ) • ((q • r) ⨯₃ B))
    (c := (m1 + m2) / 2)]
  · exact eq_sub_iff_add_eq.trans eq_comm
  · intro u s
    linear_combination (norm := (
      simp only [minimalLagrangian, vectorPotential, charge1, charge2, dotProduct_sub,
        dotProduct_smul, dot_cross]
      simp only [dotProduct, Fin.sum_univ_three, Pi.add_apply, Pi.sub_apply, Pi.smul_apply,
        smul_eq_mul]
      ring)) (q * s / 2 * (u ⬝ᵥ (B ⨯₃ r))) * mass_fractions hM
```

## Opposite internal forces

The last theorem assumes the Lorentz-force equations at all times instead of deriving them from a Lagrangian. The internal forces F and −F express Newton's third law, and cancel in the sum:

(m1r1' + m2r2')' = q(r1' − r2')×B = (d×B)'.

So m1r1' + m2r2' − d×B, the multipolar P when M ≠ 0, is constant. An unbalanced internal force would appear as its rate of change. In the proof, `key` shows that the derivative is zero, which gives constancy.

```lean
/-- If charges `q` and `-q` move under the Lorentz force of a uniform, static `B` and opposite
internal forces `F` and `-F`, then their total kinetic momentum minus `d × B` is constant in time,
where `d = q (x1 - x2)`. -/
theorem momentum_conserved (m1 m2 q : ℝ) (B : Vec) {x1 x2 w1 w2 F : ℝ → Vec}
    (hx1 : ∀ t, HasDerivAt x1 (w1 t) t) (hx2 : ∀ t, HasDerivAt x2 (w2 t) t)
    (h1 : ∀ t, HasDerivAt (fun s => m1 • w1 s) (q • (w1 t ⨯₃ B) + F t) t)
    (h2 : ∀ t, HasDerivAt (fun s => m2 • w2 s) (-(q • (w2 t ⨯₃ B)) - F t) t) (t t' : ℝ) :
    m1 • w1 t + m2 • w2 t - (q • (x1 t - x2 t)) ⨯₃ B
      = m1 • w1 t' + m2 • w2 t' - (q • (x1 t' - x2 t')) ⨯₃ B := by
  have key : ∀ τ, HasDerivAt
      (fun s => m1 • w1 s + m2 • w2 s - (q • (x1 s - x2 s)) ⨯₃ B) 0 τ := by
    intro τ
    have hd : HasDerivAt (fun s => q • (x1 s - x2 s)) (q • (w1 τ - w2 τ)) τ :=
      ((hx1 τ).fun_sub (hx2 τ)).const_smul q
    have hL : HasDerivAt (fun s => (q • (x1 s - x2 s)) ⨯₃ B)
        ((q • (w1 τ - w2 τ)) ⨯₃ B) τ :=
      (LinearMap.toContinuousLinearMap
        (LinearMap.flip crossProduct B)).hasFDerivAt.comp_hasDerivAt τ hd
    -- the net Lorentz force is the rate of change of d × B
    refine (((h1 τ).fun_add (h2 τ)).fun_sub hL).congr_deriv ?_
    simp only [map_smul, map_sub, LinearMap.smul_apply, LinearMap.sub_apply, smul_sub]
    abel
  exact is_const_of_deriv_eq_zero (fun τ => (key τ).differentiableAt)
    (fun τ => (key τ).deriv) t t'

end

end MultipolarGauge
```

```lean
#print axioms MultipolarGauge.lagrangian_multipolar
#print axioms MultipolarGauge.multipolar_momentum
#print axioms MultipolarGauge.minimal_momentum
#print axioms MultipolarGauge.momentum_conserved
```

```
'MultipolarGauge.lagrangian_multipolar' depends on axioms: [propext, Classical.choice, Quot.sound]
'MultipolarGauge.multipolar_momentum' depends on axioms: [propext, Classical.choice, Quot.sound]
'MultipolarGauge.minimal_momentum' depends on axioms: [propext, Classical.choice, Quot.sound]
'MultipolarGauge.momentum_conserved' depends on axioms: [propext, Classical.choice, Quot.sound]
```
